# Eigenvalues of an equitable quotient with nonempty cells are eigenvalues of the full matrix

A partition of the sites can be described by a family of subsets or by a label on every site. The label is used here: a map c from the finite site set n to the finite set m of cell names, with c(i) the cell of site i. Each site then lies in exactly one cell by construction. Only nonemptiness of the cells is left as a condition, and it says that c is surjective.

```lean
import Mathlib

open Matrix

namespace EquitableReduction

noncomputable section

variable {n m : Type*} [Fintype n] [Fintype m] [DecidableEq m]
```

Let H be a complex matrix on the sites, with entries H(i,j), and let Q be a complex matrix on the cells, with entries Q(a,b). Sites are called i, j and cells a, b throughout. "Σ(j in b)" means the sum over all sites j with c(j) = b. The partition is equitable for H with quotient Q if, for every site i and cell b,

    Σ(j in b) H(i,j) = Q(c(i), b).

Physically, all sites of one cell have the same total coupling to any given cell, although the individual couplings may differ. Here the site energy H(i,i) counts as part of the coupling of site i to its own cell. This holds, for example, when the cells are the orbits of a group of site permutations that leave H unchanged. In the problems it is a hypothesis; only for the star in (f) is it derived.

```lean
/-- The cells labelled by `c` are equitable for `H` with quotient `Q`: for every site `i` and cell
`b`, the entries `H i j` with `j` in cell `b` add up to `Q (c i) b`. -/
def IsEquitable (H : Matrix n n ℂ) (c : n → m) (Q : Matrix m m ℂ) : Prop :=
  ∀ i b, (∑ j, if c j = b then H i j else 0) = Q (c i) b
```

Two maps connect cells and sites. A cell amplitude v lifts to the site vector Lv that is constant on cells:

    (Lv)(i) = v(c(i)).

```lean
/-- The trial vector on sites that takes the value `v a` at every site of cell `a`. -/
def lift (c : n → m) (v : m → ℂ) : n → ℂ := fun i => v (c i)
```

In the other direction, a site vector ψ has cell sums Sψ:

    (Sψ)(b) = Σ(i in b) ψ(i).

```lean
/-- The sum of the amplitudes of `ψ` over each cell. -/
def cellSum (c : n → m) (ψ : n → ℂ) : m → ℂ :=
  fun b => ∑ i, if c i = b then ψ i else 0
```

## (a) H on a cell-constant vector

**Task.** Show that H maps cell-constant vectors to cell-constant vectors, and that it does so through Q:

    H(Lv) = L(Qv).

**Solution.** Take the component at site i and group the sites j by cell. On cell b the lifted vector has the value v(b), which comes out of the inner sum:

    (H Lv)(i) = Σ_j H(i,j) v(c(j))
              = Σ_b [Σ(j in b) H(i,j)] v(b)
              = Σ_b Q(c(i), b) v(b)
              = (Qv)(c(i)).

```lean
variable {H : Matrix n n ℂ} {c : n → m} {Q : Matrix m m ℂ}

/-- On vectors constant on cells, `H` acts as the quotient matrix acts on the cell
amplitudes. -/
theorem mulVec_lift (h : IsEquitable H c Q) (v : m → ℂ) :
    H *ᵥ lift c v = lift c (Q *ᵥ v) := by
  funext i
  have hQ : ∀ b, Q (c i) b = ∑ j, if c j = b then H i j else 0 := fun b => (h i b).symm
  simp only [Matrix.mulVec, dotProduct, lift, hQ, Finset.sum_mul]
  -- collect the couplings site by site instead of cell by cell
  rw [Finset.sum_comm]
  simp [ite_mul]
```

In Lean, `H *ᵥ lift c v` is the matrix-vector product H(Lv). The proof starts from the other end of the chain. It replaces each entry of Q by its sum of couplings (`hQ`) and exchanges the two sums with `Finset.sum_comm`. For each j, only the term b = c(j) then survives.

## (b) Eigenvalues of Q and cell-constant eigenvectors of H

**Task.** Let every cell be nonempty and let μ be a complex number. Show that the following are equivalent:

    Qv = μv for some v ≠ 0
    Hψ = μψ for some ψ ≠ 0 that is constant on cells.

**Solution.** Suppose Qv = μv with v ≠ 0, and put ψ = Lv. Some v(a) is nonzero, and cell a contains a site, so ψ ≠ 0. By (a),

    Hψ = L(Qv) = μ Lv = μψ.

Conversely, let ψ be a nonzero cell-constant eigenvector. Choose one site r(a) in each cell a and set v(a) = ψ(r(a)). Since ψ is constant on cells, Lv = ψ, and therefore v ≠ 0. By (a),

    L(Qv) = H Lv = Hψ = μψ = μ Lv.

Evaluating both ends at the site r(a) gives (Qv)(a) = μ v(a).

```lean
/-- For a partition into nonempty cells, `μ` is an eigenvalue of the quotient matrix exactly
when `H` has an eigenvector with eigenvalue `μ` that is constant on cells. -/
theorem quotient_eigenvalue_iff (hc : Function.Surjective c) (h : IsEquitable H c Q) (μ : ℂ) :
    (∃ v : m → ℂ, v ≠ 0 ∧ Q *ᵥ v = μ • v) ↔
      ∃ ψ : n → ℂ, ψ ≠ 0 ∧ (∀ i j, c i = c j → ψ i = ψ j) ∧ H *ᵥ ψ = μ • ψ := by
  constructor
  · rintro ⟨v, hv, hQ⟩
    refine ⟨lift c v, ?_, ?_, ?_⟩
    · -- every cell is occupied, so the lift of a nonzero vector is nonzero
      intro h0
      apply hv
      funext a
      obtain ⟨i, rfl⟩ := hc a
      exact congrFun h0 i
    · intro i j hij
      exact congrArg v hij
    · rw [mulVec_lift h, hQ]
      rfl
  · rintro ⟨ψ, hψ, hconst, hH⟩
    -- read off the cell amplitudes at one representative site per cell
    have hl : lift c (fun a => ψ (Function.surjInv hc a)) = ψ := by
      funext i
      exact hconst _ _ (Function.surjInv_eq hc (c i))
    refine ⟨fun a => ψ (Function.surjInv hc a), ?_, ?_⟩
    · intro h0
      apply hψ
      rw [← hl, h0]
      rfl
    · have key := mulVec_lift h (fun a => ψ (Function.surjInv hc a))
      rw [hl, hH] at key
      funext a
      have ha := congrFun key (Function.surjInv hc a)
      simp only [lift, Function.surjInv_eq hc a] at ha
      exact ha.symm
```

The hypothesis `hc` is the nonemptiness of the cells, and `Function.surjInv hc` is the choice of representatives r. The equation `hl` states Lv = ψ, and `key` is (a) applied to this v. H need not be Hermitian and μ need not be real.

Nonemptiness matters because the equitable condition says nothing about row a of Q when cell a has no sites. If a is the only empty cell, column a of Q is zero off the diagonal, so Q(a,a) is an eigenvalue of Q, and it can be any number whatever H is. The theorem concerns the existence of eigenvectors and makes no statement about multiplicities.

For a finite, non-interacting tight-binding Hamiltonian in an orthonormal site basis, with an equitable partition into nonempty cells, this means that a Rayleigh-Ritz calculation restricted to cell-constant orbitals gives exact one-electron levels, and not only variational estimates.

## (c) The energy form on the trial space

**Task.** Let s(a) be the number of sites in cell a, and let conj denote complex conjugation. Show that

    Σ_i conj((Lv)(i)) (H Lv)(i) = Σ_a s(a) conj(v(a)) (Qv)(a).

**Solution.** By (a), the left side is

    Σ_i conj(v(c(i))) (Qv)(c(i)).

The summand depends on i only through its cell, so each cell a contributes the same term s(a) times.

```lean
/-- The energy form of `H` on a vector constant on cells is the form of the quotient matrix
with each cell weighted by its number of sites. -/
theorem energy_lift (h : IsEquitable H c Q) (v : m → ℂ) :
    star (lift c v) ⬝ᵥ (H *ᵥ lift c v) =
      ∑ a, ((Finset.univ.filter (fun i => c i = a)).card : ℂ) *
        (star (v a) * (Q *ᵥ v) a) := by
  have hN : ∀ a, ((Finset.univ.filter (fun i => c i = a)).card : ℂ) =
      ∑ i, if c i = a then (1 : ℂ) else 0 := fun a => by simp
  rw [mulVec_lift h]
  simp only [hN, Finset.sum_mul]
  rw [Finset.sum_comm]
  simp [dotProduct, lift, ite_mul]
```

The left side in Lean, `star (lift c v) ⬝ᵥ (H *ᵥ lift c v)`, is the inner product with the first factor conjugated. The cell size appears as the cardinality of a filtered set. The auxiliary `hN` writes it as a sum of ones, after which the sums are exchanged as in (a). Empty cells are allowed and have weight zero.

The vector Lv is not normalised. For v with Lv ≠ 0, the expectation value is this form divided by

    Σ_a s(a) |v(a)|².

It is an energy in the usual sense when H is Hermitian. Even then Q itself is generally not Hermitian, and the weights s(a) account for the difference.

## (d) Cell sums and the left action

**Task.** Let ψH be the row vector with entries (ψH)(j) = Σ_i ψ(i) H(i,j), without conjugation. Show that

    S(ψH) = (Sψ)Q.

**Solution.** Sum over the sites j of cell b, use the equitable condition for each i, and then group the sites i by cell:

    S(ψH)(b) = Σ(j in b) Σ_i ψ(i) H(i,j)
             = Σ_i ψ(i) Q(c(i), b)
             = Σ_a (Sψ)(a) Q(a,b).

```lean
/-- Summing over cells turns the left action of `H` into the left action of the quotient
matrix. -/
theorem cellSum_vecMul (h : IsEquitable H c Q) (ψ : n → ℂ) :
    cellSum c (ψ ᵥ* H) = cellSum c ψ ᵥ* Q := by
  funext b
  have h1 : ∑ i, ψ i * Q (c i) b = cellSum c (ψ ᵥ* H) b := by
    have h2 : ∀ i, ψ i * Q (c i) b = ∑ j, ψ i * (if c j = b then H i j else 0) := by
      intro i
      rw [← h i b, Finset.mul_sum]
    simp only [h2]
    rw [Finset.sum_comm]
    refine Finset.sum_congr rfl fun j _ => ?_
    split_ifs <;> simp [Matrix.vecMul, dotProduct]
  rw [← h1]
  simp only [Matrix.vecMul, dotProduct, cellSum, Finset.sum_mul]
  rw [Finset.sum_comm]
  simp [ite_mul]
```

The row product is written `ᵥ*`. The statement `h1` equates the first and second lines of the calculation, with `h2` inserting the equitable condition site by site. The closing lines carry out the grouping by cell.

## (e) Eigenvectors of a Hermitian H

**Task.** Let H be Hermitian and Hψ = μψ. Show that at least one of these holds:

    (Sψ)(b) = 0 for every cell b
    Qv = μv for some v ≠ 0.

**Solution.** If ψ = 0, the first alternative holds. Otherwise write φ = conj(ψ). Taking the adjoint of Hψ = μψ and using that H is Hermitian gives

    φH = conj(μ) φ.

Now evaluate φHψ in two ways:

    μ Σ_i |ψ(i)|² = φHψ = conj(μ) Σ_i |ψ(i)|².

The sum is nonzero, so μ is real and φH = μφ. By (d),

    (Sφ)Q = S(φH) = μ Sφ.

If Sφ = 0, then Sψ = conj(Sφ) = 0, which is the first alternative. If Sφ ≠ 0, it is a left eigenvector of Q. Then det(Q − μ1) = 0, where 1 is the identity matrix on cells, and a square matrix with zero determinant has a nonzero right null vector v. This v satisfies Qv = μv.

```lean
open scoped ComplexOrder in
/-- For Hermitian `H`, an eigenvector either has zero total amplitude on every cell or its
eigenvalue is an eigenvalue of the quotient matrix. -/
theorem hermitian_dichotomy (h : IsEquitable H c Q) (hH : H.IsHermitian)
    {μ : ℂ} {ψ : n → ℂ} (hψ : H *ᵥ ψ = μ • ψ) :
    (∀ b, cellSum c ψ b = 0) ∨ ∃ v : m → ℂ, v ≠ 0 ∧ Q *ᵥ v = μ • v := by
  by_cases h0 : ψ = 0
  · left
    intro b
    simp [h0, cellSum]
  -- the conjugate vector is a left eigenvector, and the eigenvalue is real
  have hl : star ψ ᵥ* H = star μ • star ψ := by
    have e := Matrix.star_mulVec H ψ
    rw [hH.eq, hψ, star_smul] at e
    exact e.symm
  have hμ : star μ = μ := by
    have e := Matrix.dotProduct_mulVec (star ψ) H ψ
    rw [hψ, hl, dotProduct_smul, smul_dotProduct, smul_eq_mul, smul_eq_mul] at e
    have hne : star ψ ⬝ᵥ ψ ≠ 0 := fun hz => h0 (dotProduct_star_self_eq_zero.mp hz)
    exact (mul_right_cancel₀ hne e).symm
  rw [hμ] at hl
  by_cases hs : cellSum c (star ψ) = 0
  · left
    intro b
    have e : cellSum c (star ψ) b = star (cellSum c ψ b) := by
      simp only [cellSum, star_sum, apply_ite (star : ℂ → ℂ), star_zero, Pi.star_apply]
    rw [hs] at e
    exact star_eq_zero.mp e.symm
  · right
    have hsQ : cellSum c (star ψ) ᵥ* Q = μ • cellSum c (star ψ) := by
      rw [← cellSum_vecMul h, hl]
      funext b
      simp [cellSum, Finset.mul_sum, mul_ite]
    -- a left eigenvector makes `Q - μ` singular, hence gives a right eigenvector
    have hd : (Q - μ • (1 : Matrix m m ℂ)).det = 0 :=
      Matrix.exists_vecMul_eq_zero_iff.mp ⟨cellSum c (star ψ), hs, by
        rw [Matrix.vecMul_sub, hsQ, Matrix.vecMul_smul, Matrix.vecMul_one, sub_self]⟩
    obtain ⟨v, hv, hv0⟩ := Matrix.exists_mulVec_eq_zero_iff.mpr hd
    refine ⟨v, hv, ?_⟩
    simpa [Matrix.sub_mulVec, Matrix.smul_mulVec, sub_eq_zero] using hv0
```

The steps appear in the same order: `hl` is the left eigenvector equation, `hμ` the reality of μ, `hsQ` the equation for the cell sums and `hd` the vanishing determinant. The "or" is inclusive, since a level of Q may also have eigenvectors of H whose cell sums all vanish. Nonempty cells are not required here; when they are nonempty, (b) turns the second alternative into a cell-constant eigenvector of H. The theorem does not say which alternative contains the ground state.

## (f) The star as an equitable Hamiltonian

**Task.** A hub is coupled to N leaves by a real hopping t. All site energies are zero, and the leaves are not coupled to each other. Show that this H is Hermitian and that the cells "hub" and "leaves" are equitable with

    Q(hub, hub) = 0        Q(hub, leaves) = N t
    Q(leaves, hub) = t     Q(leaves, leaves) = 0.

The sites are modelled by `Option (Fin N)`: `none` is the hub and `some k` is a leaf. An entry of H is t when one site is the hub and the other a leaf, and 0 otherwise.

```lean
/-- A hub site `none` coupled with real hopping `t` to `N` leaf sites, which are not coupled
to each other. -/
def starHam (N : ℕ) (t : ℝ) : Matrix (Option (Fin N)) (Option (Fin N)) ℂ :=
  fun i j => if i.isSome = j.isSome then 0 else (t : ℂ)
```

The label is `Option.isSome`, so the cell names are `false` for the hub and `true` for the leaves.

```lean
/-- The two-cell matrix with coupling `N t` from hub (`false`) to leaves (`true`) and `t`
from leaves to hub. -/
def starQuotient (N : ℕ) (t : ℝ) : Matrix Bool Bool ℂ :=
  fun a b => if a = b then 0 else if a = true then (t : ℂ) else (N : ℂ) * t
```

**Solution.** H is real, and exchanging i and j leaves its entries unchanged, so it is Hermitian. The hub couples to N leaves with t each, for a total of N t, and it has no coupling to itself. Each leaf couples to the hub with t and to no leaf. These are the four entries of Q.

```lean
/-- The star Hamiltonian is Hermitian, and its division into hub and leaves is equitable. -/
theorem starHam_witness (N : ℕ) (t : ℝ) :
    (starHam N t).IsHermitian ∧
      IsEquitable (starHam N t) Option.isSome (starQuotient N t) := by
  constructor
  · ext i j
    cases i <;> cases j <;> simp [starHam, Matrix.conjTranspose_apply]
  · intro i b
    cases i <;> cases b <;> simp [starHam, starQuotient, Fintype.sum_option]
```

The proof checks each combination of hub and leaf. It includes N = 0, where the leaf cell is empty.

## (g) A cell-constant level of the star

**Task.** For N ≥ 1, find a nonzero vector ψ with one common value on all leaves such that

    Hψ = t√N ψ.

**Solution.** Let x be the amplitude on the hub and y the amplitude on each leaf. By (b), it is enough to solve the two-cell problem at μ = t√N:

    N t y = t√N x
    t x = t√N y.

The choice x = √N, y = 1 satisfies both equations. The squared norm of ψ is N + N = 2N, so the normalised amplitudes are 1/√2 on the hub and 1/√(2N) on each leaf.

```lean
/-- With at least one leaf, the star Hamiltonian has an eigenvector with eigenvalue `t √N`
that takes the same value on all leaves. -/
theorem starHam_eigenvector {N : ℕ} (hN : 0 < N) (t : ℝ) :
    ∃ ψ : Option (Fin N) → ℂ, ψ ≠ 0 ∧ (∀ i j, i.isSome = j.isSome → ψ i = ψ j) ∧
      starHam N t *ᵥ ψ = ((t : ℂ) * (Real.sqrt N : ℂ)) • ψ := by
  have hc : Function.Surjective (Option.isSome : Option (Fin N) → Bool) := by
    intro b
    cases b
    · exact ⟨none, rfl⟩
    · exact ⟨some ⟨0, hN⟩, rfl⟩
  have hsq : (Real.sqrt N : ℂ) * (Real.sqrt N : ℂ) = (N : ℂ) := by
    exact_mod_cast Real.mul_self_sqrt (Nat.cast_nonneg N)
  refine (quotient_eigenvalue_iff hc (starHam_witness N t).2 _).mp
    ⟨fun b => if b = true then 1 else (Real.sqrt N : ℂ), ?_, ?_⟩
  · intro h0
    have e := congrFun h0 true
    simp at e
  · -- solve the two-cell eigenvalue problem
    funext b
    cases b <;>
      simp only [Matrix.mulVec, dotProduct, Fintype.sum_bool, starQuotient, Pi.smul_apply,
        smul_eq_mul, Bool.false_eq_true, Bool.true_eq_false, if_true, if_false]
    · linear_combination (-(t : ℂ)) * hsq
    · ring

end

end EquitableReduction
```

The condition `hN` supplies a leaf, which makes both cells nonempty. The proof then passes the unnormalised pair (√N, 1) to the forward direction of (b). The hub equation needs √N · √N = N, recorded as `hsq`; the leaf equation is plain algebra.

## Four leaves with t = −1

For N = 4 and t = −1, the eigenvalue in (g) is −2, with amplitude 2 on the hub and 1 on each leaf. Applying H directly gives

    hub:   4 · (−1) · 1 = −4 = (−2) · 2
    leaf:  (−1) · 2 = −2 = (−2) · 1.

The energy form in (c) is 1 · 2 · (−4) + 4 · 1 · (−2) = −16. The squared norm is 8, and the quotient is again −2.

The first alternative in (e) also occurs. The vector with amplitudes 1 and −1 on two leaves and zero elsewhere has eigenvalue 0, and both of its cell sums vanish. The eigenvalues of Q solve μ² = 4, so 0 is not among them.

```lean
#print axioms EquitableReduction.quotient_eigenvalue_iff
-- 'EquitableReduction.quotient_eigenvalue_iff' depends on axioms: [propext, Classical.choice, Quot.sound]
#print axioms EquitableReduction.energy_lift
-- 'EquitableReduction.energy_lift' depends on axioms: [propext, Classical.choice, Quot.sound]
#print axioms EquitableReduction.hermitian_dichotomy
-- 'EquitableReduction.hermitian_dichotomy' depends on axioms: [propext, Classical.choice, Quot.sound]
#print axioms EquitableReduction.starHam_eigenvector
-- 'EquitableReduction.starHam_eigenvector' depends on axioms: [propext, Classical.choice, Quot.sound]
```
